# A plain double sum over a fixed radial grid with nonzero weights gives Slater integrals that do not tend to zero at high rank

Suppose a radial grid has been tested on the Slater integral $F^0$ and is then kept for all higher ranks $k$. If $F^k$ is computed as a plain double sum over the grid points, its values level off at a positive constant. The true $F^k$ of a radial density whose $F^0$ converges absolutely tends to zero. At high enough rank, nearly all of the grid value is error, however well the grid did at $k=0$.

The constant comes from the terms in which a grid point is paired with itself. For radii $r_i>0$, all distinct, and real weights $p_i$, not all zero, it is

$$S=\sum_i \frac{p_i^2}{r_i}.$$

In an atomic calculation one would typically have $p_i=w_i\,\rho(r_i)$, with quadrature weights $w_i$ and a radial density $\rho$ such as $P(r)^2$, where $P$ is $r$ times the radial wavefunction. The result bears on multipole expansions of the electron repulsion carried to high rank, for the bare point sum on a fixed grid and with the same density in both factors.

```lean
import Mathlib

open Filter MeasureTheory Topology

namespace RadialGridFailure

noncomputable section
```

## The kernel as a power of a ratio

In atomic units the radial part of the rank-$k$ term of $1/r_{12}$ is

$$\frac{r_<^k}{r_>^{k+1}},\qquad r_<=\min(r,s),\quad r_>=\max(r,s).$$

The definition takes real `r` and `s`; positivity is a hypothesis of the theorems that need it.

```lean
/-- The radial Coulomb kernel of rank `k`, `r_<^k / r_>^(k+1)`, for radii `r, s > 0`. -/
def slaterKernel (k : ℕ) (r s : ℝ) : ℝ := min r s ^ k / max r s ^ (k + 1)
```

Taking one factor $1/r_>$ out leaves all the dependence on $k$ in a power:

$$\frac{r_<^k}{r_>^{k+1}}=\left(\frac{r_<}{r_>}\right)^{k}\frac1{r_>}.$$

```lean
/-- The kernel is `1 / r_>` times the `k`-th power of the ratio `r_< / r_>`. -/
theorem kernel_eq (k : ℕ) (r s : ℝ) :
    slaterKernel k r s = (min r s / max r s) ^ k * (1 / max r s) := by
  rw [slaterKernel, div_pow, div_mul_div_comm, mul_one, pow_succ]
```

If $r\neq s$ and both are positive, then $0<r_</r_><1$. The power tends to zero, and so does its product with the fixed number $1/r_>$. If $r=s$, the ratio is 1 and the kernel is $1/r$ at every rank. The rest of the argument follows from this difference.

In Lean, `Tendsto … atTop (𝓝 0)` says that the sequence in $k$ converges to 0. The strict inequality `min_lt_max` is where `r ≠ s` enters.

```lean
/-- For two different positive radii the kernel tends to zero with growing rank. -/
theorem kernel_tendsto_zero {r s : ℝ} (hr : 0 < r) (hs : 0 < s) (h : r ≠ s) :
    Tendsto (fun k => slaterKernel k r s) atTop (𝓝 0) := by
  have hmax : 0 < max r s := lt_max_of_lt_left hr
  have hmin : 0 < min r s := lt_min hr hs
  have hq := (tendsto_pow_atTop_nhds_zero_of_lt_one (div_nonneg hmin.le hmax.le)
    ((div_lt_one hmax).mpr (min_lt_max.mpr h))).mul_const (1 / max r s)
  rw [zero_mul] at hq
  exact hq.congr fun k => (kernel_eq k r s).symm
```

## Pairs of equal points on the grid

The grid is a finite index type `ι` with functions `r` and `p` for the radii and weights. The point-sum integral is

$$F^k_{\rm grid}=\sum_i\sum_j p_i p_j\,\frac{\min(r_i,r_j)^k}{\max(r_i,r_j)^{k+1}}.$$

```lean
variable {ι : Type*} [Fintype ι]

/-- The point-sum Slater integral `F^k` of weights `p i` at radii `r i > 0`. -/
def gridSlater (r p : ι → ℝ) (k : ℕ) : ℝ :=
  ∑ i, ∑ j, p i * p j * slaterKernel k (r i) (r j)
```

The constant $S$ is called `selfTerm`.

```lean
/-- The sum of `p i ^ 2 / r i` over the grid points, for radii `r i > 0`. -/
def selfTerm (r p : ι → ℝ) : ℝ := ∑ i, p i ^ 2 / r i
```

Separate the term $j=i$ from each inner sum. Its kernel is $1/r_i$, so it contributes $p_i^2/r_i$, and

$$F^k_{\rm grid}=S+\sum_i\sum_{j\ne i}p_ip_j\left(\frac{r_<}{r_>}\right)^k\frac1{r_>},$$

where $r_<$ and $r_>$ now refer to $r_i$ and $r_j$. In the code, `Finset.univ.erase i` is the set of all $j\neq i$, and `add_sum_erase` does the separation. The lemma doesn't ask for positive radii; the case `r i = 0` goes through because Lean sets $1/0=0$.

```lean
/-- The grid integral is the rank-independent self term plus the pairs of different points. -/
theorem grid_split [DecidableEq ι] (r p : ι → ℝ) (k : ℕ) :
    gridSlater r p k = selfTerm r p +
      ∑ i, ∑ j ∈ Finset.univ.erase i, p i * p j * slaterKernel k (r i) (r j) := by
  unfold gridSlater selfTerm
  rw [← Finset.sum_add_distrib]
  refine Finset.sum_congr rfl fun i _ => ?_
  rw [← Finset.add_sum_erase _ _ (Finset.mem_univ i)]
  have hk : slaterKernel k (r i) (r i) = 1 / r i := by
    rcases eq_or_ne (r i) 0 with h | h
    · simp [slaterKernel, h]
    · rw [kernel_eq, min_self, max_self, div_self h, one_pow, one_mul]
  rw [hk]
  ring
```

When the radii are distinct, $j\ne i$ implies $r_j\neq r_i$, so each remaining term tends to zero. There are finitely many of them, hence their sum tends to zero and $F^k_{\rm grid}\to S$. Distinctness is stated as `Function.Injective r`, and `tendsto_finsetSum` passes the limit through both sums. The weights may have any sign.

```lean
/-- On a grid of distinct positive radii the Slater integrals tend to the self term. -/
theorem grid_tendsto {r : ι → ℝ} (p : ι → ℝ) (hr : ∀ i, 0 < r i)
    (hinj : Function.Injective r) :
    Tendsto (gridSlater r p) atTop (𝓝 (selfTerm r p)) := by
  classical
  have h : Tendsto (fun k => ∑ i, ∑ j ∈ Finset.univ.erase i,
      p i * p j * slaterKernel k (r i) (r j)) atTop
      (𝓝 (∑ i : ι, ∑ _j ∈ Finset.univ.erase i, (0 : ℝ))) := by
    refine tendsto_finsetSum _ fun i _ => tendsto_finsetSum _ fun j hj => ?_
    have hij : r i ≠ r j := fun e => Finset.ne_of_mem_erase hj (hinj e).symm
    have h1 := (kernel_tendsto_zero (hr i) (hr j) hij).const_mul (p i * p j)
    rwa [mul_zero] at h1
  have h2 := h.const_add (selfTerm r p)
  simp only [Finset.sum_const_zero, add_zero] at h2
  exact h2.congr fun k => (grid_split r p k).symm
```

The smallest case is a single point at $r=a$ with weight 1: the grid value is $1/a$ at every rank, and nothing decays at all.

Distinctness matters. Two points both at $r=1$, with weights $1$ and $-1$, give $F^k_{\rm grid}=1-1-1+1=0$ for every $k$, although $S=2$. With signed weights, coincident points can thus remove the positive limit altogether.

## Approach from above for nonnegative weights

If all $p_i\ge0$, every term with $j\neq i$ is nonnegative, so $F^k_{\rm grid}\ge S$ at every rank.

```lean
/-- For nonnegative weights at positive radii, every grid integral is at least the self term. -/
theorem selfTerm_le_grid {r p : ι → ℝ} (hr : ∀ i, 0 < r i) (hp : ∀ i, 0 ≤ p i) (k : ℕ) :
    selfTerm r p ≤ gridSlater r p k := by
  classical
  rw [grid_split]
  refine le_add_of_nonneg_right (Finset.sum_nonneg fun i _ => Finset.sum_nonneg fun j _ => ?_)
  exact mul_nonneg (mul_nonneg (hp i) (hp j)) (div_nonneg
    (pow_nonneg (lt_min (hr i) (hr j)).le _) (pow_nonneg (lt_max_of_lt_left (hr i)).le _))
```

The excess over $S$ can also be bounded from above. Let $q$ be a number with $r_i/r_j\le q$ whenever $r_i<r_j$. Then $(r_</r_>)^k\le q^k$ for each pair of different points, and multiplying by the nonnegative number $p_ip_j/r_>$ and summing gives

$$F^k_{\rm grid}-S\;\le\; q^k\left(F^0_{\rm grid}-S\right).$$

For a finite grid of at least two distinct radii, the largest such ratio is a valid $q<1$, and the excess then falls at least geometrically. The theorem itself doesn't require $q<1$. In the proof, `hratio` bounds the ratio by treating the two orderings of $r_i$ and $r_j$, `hpow` raises the bound to the power $k$, and `hmul` multiplies by the weight factor.

```lean
/-- For nonnegative weights at distinct positive radii, the excess over the self term at rank `k` is
at most `q ^ k` times the excess at rank 0, if every ratio of a smaller to a larger grid radius is
at most `q`. -/
theorem grid_excess_le {r p : ι → ℝ} (hr : ∀ i, 0 < r i) (hinj : Function.Injective r)
    (hp : ∀ i, 0 ≤ p i) {q : ℝ} (hq : ∀ i j, r i < r j → r i / r j ≤ q) (k : ℕ) :
    gridSlater r p k - selfTerm r p ≤ q ^ k * (gridSlater r p 0 - selfTerm r p) := by
  classical
  rw [grid_split r p k, grid_split r p 0, add_sub_cancel_left, add_sub_cancel_left,
    Finset.mul_sum]
  refine Finset.sum_le_sum fun i _ => ?_
  rw [Finset.mul_sum]
  refine Finset.sum_le_sum fun j hj => ?_
  have hij : r i ≠ r j := fun e => Finset.ne_of_mem_erase hj (hinj e).symm
  have hmax : 0 < max (r i) (r j) := lt_max_of_lt_left (hr i)
  have hratio : min (r i) (r j) / max (r i) (r j) ≤ q := by
    rcases lt_or_gt_of_ne hij with h | h
    · rw [min_eq_left h.le, max_eq_right h.le]
      exact hq i j h
    · rw [min_eq_right h.le, max_eq_left h.le]
      exact hq j i h
  have hpow := pow_le_pow_left₀ (div_nonneg (lt_min (hr i) (hr j)).le hmax.le) hratio k
  have hc : 0 ≤ p i * p j * (1 / max (r i) (r j)) :=
    mul_nonneg (mul_nonneg (hp i) (hp j)) (one_div_pos.mpr hmax).le
  have hmul := mul_le_mul_of_nonneg_right hpow hc
  rw [kernel_eq k, kernel_eq 0, pow_zero, one_mul]
  linarith
```

With radii $1$ and $2$ and weights $\tfrac12$ each, $F^k_{\rm grid}=\tfrac38+\tfrac14\,2^{-k}$, so the bound is an equality for $q=\tfrac12$. With weights $1$ and $-1$ at the same radii, $F^k_{\rm grid}=\tfrac32-2^{-k}$, which approaches $S=\tfrac32$ from below.

## The continuous density

For a charge spread over the radii with density $\rho$, the double sum becomes a double integral with the integrand

$$\rho(r)\rho(s)\,\frac{r_<^k}{r_>^{k+1}}.$$

In Lean the pair $(r,s)$ is a point `x` with components `x.1` and `x.2`.

```lean
/-- The integrand of `F^k` for a radial density `ρ`, at a pair of positive radii. -/
def slaterIntegrand (ρ : ℝ → ℝ) (k : ℕ) (x : ℝ × ℝ) : ℝ :=
  ρ x.1 * ρ x.2 * slaterKernel k x.1 x.2
```

The region of integration is $r>0$, $s>0$.

```lean
/-- The pairs of positive radii. -/
def quadrant : Set (ℝ × ℝ) := Set.Ioi 0 ×ˢ Set.Ioi 0
```

The integral is a Lebesgue integral over this quadrant:

$$F^k[\rho]=\int_0^\infty\!\!\int_0^\infty\rho(r)\rho(s)\frac{r_<^k}{r_>^{k+1}}\,dr\,ds.$$

"Continuous" means here that the charge has a density and no point masses; the function $\rho$ itself may jump. It may also change sign, so a product $P_a(r)P_b(r)$ of two orbitals is allowed, and the integral is then the exchange integral $G^k$.

```lean
/-- The Slater integral `F^k` of a continuous radial distribution with density `ρ`. -/
def densitySlater (ρ : ℝ → ℝ) (k : ℕ) : ℝ := ∫ x in quadrant, slaterIntegrand ρ k x
```

The physical condition on $\rho$ is that its monopole self-repulsion $F^0$ converges absolutely. This follows if $\rho$ and $\rho/r$ are integrable, which for $\rho=P^2$ means a finite norm and a finite $\langle 1/r\rangle$. Since $r_>\ge r$,

$$\frac{|\rho(r)\rho(s)|}{r_>}\le\frac{|\rho(r)|}{r}\,|\rho(s)|,$$

and the right-hand side is a product of two integrable functions of one variable. This product is `h2` in the proof, and `Integrable.mono` carries out the comparison.

```lean
/-- If `ρ(r)` and `ρ(r)/r` are integrable over the positive radii, the integral `F^0`
converges absolutely. -/
theorem monopole_integrable {ρ : ℝ → ℝ} (hρ : IntegrableOn ρ (Set.Ioi 0))
    (hinv : IntegrableOn (fun r => ρ r / r) (Set.Ioi 0)) :
    IntegrableOn (slaterIntegrand ρ 0) quadrant := by
  have h1 := Integrable.mul_prod hρ hρ
  have h2 := Integrable.mul_prod hinv hρ
  rw [Measure.prod_restrict, ← Measure.volume_eq_prod] at h1 h2
  have hk : Measurable fun x : ℝ × ℝ => slaterKernel 0 x.1 x.2 :=
    ((measurable_fst.min measurable_snd).pow_const 0).div
      ((measurable_fst.max measurable_snd).pow_const (0 + 1))
  refine Integrable.mono h2 (h1.aestronglyMeasurable.mul hk.aestronglyMeasurable) ?_
  filter_upwards [ae_restrict_mem (measurableSet_Ioi.prod measurableSet_Ioi)] with x hx
  have hx1 : 0 < x.1 := hx.1
  have e : ρ x.1 / x.1 * ρ x.2 = ρ x.1 * ρ x.2 * (1 / x.1) := by ring
  rw [slaterIntegrand, kernel_eq, pow_zero, one_mul, e, norm_mul, norm_mul _ (1 / x.1)]
  refine mul_le_mul_of_nonneg_left ?_ (norm_nonneg _)
  rw [Real.norm_of_nonneg (one_div_pos.mpr (lt_max_of_lt_left hx1)).le,
    Real.norm_of_nonneg (one_div_pos.mpr hx1).le]
  exact one_div_le_one_div_of_le hx1 (le_max_left _ _)
```

Now let $k$ grow. The integrand of $F^k$ is that of $F^0$ times $(r_</r_>)^k$. This factor lies between 0 and 1, so the absolute value of the $F^0$ integrand bounds the integrand at every rank. Away from the line $r=s$ the factor tends to zero. The line has zero area, because for each $r$ it contains a single value of $s$. Dominated convergence therefore gives

$$F^k[\rho]\to0.$$

The pairs of equal radii, which supply the whole limit on the grid, contribute nothing here.

In the code, `hdiag` shows that the line has measure zero and `key` is the factorisation. The arguments then given to the dominated convergence theorem are the measurability of the integrands, the integrability of the bound, the bound itself and the pointwise limit.

```lean
/-- If `F^0` of a radial density `ρ` converges absolutely, then `F^k` tends to zero. -/
theorem density_tendsto_zero {ρ : ℝ → ℝ}
    (hρ : IntegrableOn (slaterIntegrand ρ 0) quadrant) :
    Tendsto (densitySlater ρ) atTop (𝓝 0) := by
  have hQ : MeasurableSet quadrant := measurableSet_Ioi.prod measurableSet_Ioi
  -- pairs of equal radii have measure zero
  have hdiag : ∀ᵐ x : ℝ × ℝ, x.1 ≠ x.2 := by
    have hm : MeasurableSet {x : ℝ × ℝ | x.1 = x.2} :=
      measurableSet_eq_fun measurable_fst measurable_snd
    have h0 : volume {x : ℝ × ℝ | x.1 = x.2} = 0 := by
      rw [Measure.volume_eq_prod, Measure.measure_prod_null hm]
      refine Eventually.of_forall fun a => ?_
      have ha : Prod.mk a ⁻¹' {x : ℝ × ℝ | x.1 = x.2} = {a} := by
        ext b
        exact (eq_comm : a = b ↔ b = a)
      simp only [ha, Real.volume_singleton, Pi.zero_apply]
    rw [ae_iff]
    simpa using h0
  have key : ∀ k x, slaterIntegrand ρ k x =
      slaterIntegrand ρ 0 x * (min x.1 x.2 / max x.1 x.2) ^ k := by
    intro k x
    rw [slaterIntegrand, slaterIntegrand, kernel_eq k, kernel_eq 0]
    ring
  -- dominated convergence, with the integrand of `F^0` as the bound
  have h := tendsto_integral_of_dominated_convergence (μ := volume.restrict quadrant)
    (F := slaterIntegrand ρ) (f := fun _ => (0 : ℝ)) (fun x => ‖slaterIntegrand ρ 0 x‖)
    (fun k => by
      rw [funext (key k)]
      exact hρ.aestronglyMeasurable.mul (((measurable_fst.min measurable_snd).div
        (measurable_fst.max measurable_snd)).pow_const k).aestronglyMeasurable)
    hρ.norm
    (fun k => by
      filter_upwards [ae_restrict_mem hQ] with x hx
      have hmax : 0 < max x.1 x.2 := lt_max_of_lt_left hx.1
      have h0 : 0 ≤ min x.1 x.2 / max x.1 x.2 := div_nonneg (lt_min hx.1 hx.2).le hmax.le
      rw [key k x, norm_mul]
      refine mul_le_of_le_one_right (norm_nonneg _) ?_
      rw [Real.norm_of_nonneg (pow_nonneg h0 k)]
      exact pow_le_one₀ h0 ((div_le_one hmax).mpr min_le_max))
    (by
      filter_upwards [ae_restrict_mem hQ, ae_restrict_of_ae hdiag] with x hx hd
      have h1 := (kernel_tendsto_zero hx.1 hx.2 hd).const_mul (ρ x.1 * ρ x.2)
      rw [mul_zero] at h1
      exact h1)
  simp only [integral_zero] at h
  exact h
```

## The error that remains on the grid

Subtracting the two limits gives

$$F^k_{\rm grid}-F^k[\rho]\to S-0=S.$$

Each term $p_i^2/r_i$ is nonnegative, and one with $p_i\ne0$ is positive, so $S>0$. The theorem states both facts. Its hypotheses are positive radii (`hr`), distinct radii (`hinj`), at least one nonzero weight (`hp`) and an absolutely convergent $F^0$ (`hρ`). No relation between the weights and the density is assumed, so no choice of weights that is kept the same at every rank, fitted to $\rho$ or not, avoids the error on a fixed grid unless all of them vanish.

```lean
/-- For distinct positive radii, weights not all zero and a density with absolutely convergent
`F^0`, the error of the grid value of `F^k` tends to the self term, which is positive. -/
theorem grid_error_tendsto {r p : ι → ℝ} {ρ : ℝ → ℝ} (hr : ∀ i, 0 < r i)
    (hinj : Function.Injective r) (hp : ∃ i, p i ≠ 0)
    (hρ : IntegrableOn (slaterIntegrand ρ 0) quadrant) :
    0 < selfTerm r p ∧
      Tendsto (fun k => gridSlater r p k - densitySlater ρ k) atTop (𝓝 (selfTerm r p)) := by
  constructor
  · obtain ⟨i, hi⟩ := hp
    exact Finset.sum_pos' (fun j _ => div_nonneg (sq_nonneg _) (hr j).le)
      ⟨i, Finset.mem_univ i, div_pos (by positivity) (hr i)⟩
  · have h := (grid_tendsto p hr hinj).sub (density_tendsto_zero hρ)
    rwa [sub_zero] at h
```

Since $S>S/2$, a sequence that tends to $S$ eventually stays above $S/2$. There is thus a rank from which on

$$F^k_{\rm grid}-F^k[\rho]>\frac S2.$$

The quantifier `∀ᶠ k in atTop` means "for all $k$ from some rank on". The theorem doesn't say which rank that is; it depends on the grid and on the density. Nor does it describe a grid refined along with $k$, or a quadrature that treats the region near $r=s$ separately.

```lean
/-- For distinct positive radii, weights not all zero and a density with absolutely convergent
`F^0`, from some rank on the grid value exceeds the `F^k` of the density by more than half the self
term. -/
theorem grid_overestimates {r p : ι → ℝ} {ρ : ℝ → ℝ} (hr : ∀ i, 0 < r i)
    (hinj : Function.Injective r) (hp : ∃ i, p i ≠ 0)
    (hρ : IntegrableOn (slaterIntegrand ρ 0) quadrant) :
    ∀ᶠ k in atTop, selfTerm r p / 2 < gridSlater r p k - densitySlater ρ k := by
  obtain ⟨hpos, hlim⟩ := grid_error_tendsto hr hinj hp hρ
  exact hlim.eventually (lt_mem_nhds (half_lt_self hpos))

end

end RadialGridFailure
```

```lean
#print axioms RadialGridFailure.selfTerm_le_grid
#print axioms RadialGridFailure.grid_excess_le
#print axioms RadialGridFailure.monopole_integrable
#print axioms RadialGridFailure.grid_overestimates
```

```
'RadialGridFailure.selfTerm_le_grid' depends on axioms: [propext, Classical.choice, Quot.sound]
'RadialGridFailure.grid_excess_le' depends on axioms: [propext, Classical.choice, Quot.sound]
'RadialGridFailure.monopole_integrable' depends on axioms: [propext, Classical.choice, Quot.sound]
'RadialGridFailure.grid_overestimates' depends on axioms: [propext, Classical.choice, Quot.sound]
```
